# McWeeny iterates of 1/2 + iy diverge for every real y ≠ 0

In a density-matrix purification code, a cheap line can follow each matrix update: replace $X$ by $(X+X^{\mathsf T})/2$. For a real symmetric density matrix this changes nothing in exact arithmetic. In a computation with rounding or with truncated sparse products, it removes whatever antisymmetric part has crept in. The result below shows what such a part can do if it is left alone, in the case where two degenerate levels sit exactly at the chemical potential.

## An imaginary error at the chemical potential

McWeeny purification repeats the step

$$X \mapsto 3X^2 - 2X^3 .$$

A common starting matrix is $X_0 = \tfrac12 + \lambda(\mu - H)$, where $H$ is the one-electron Hamiltonian in an orthonormal basis, $\mu$ is the chemical potential, and $\lambda>0$ is small enough to put all eigenvalues of $X_0$ in $[0,1]$. The step then acts on each eigenvalue separately. Values above $1/2$ move towards 1 (occupied), values below $1/2$ move towards 0 (empty), and a level exactly at $\mu$ has the value $1/2$ and stays there.

Real eigenvalues are guaranteed by the symmetry of $X$. If two levels are degenerate at $\mu$, their block of $X_0$ is half the identity, and an antisymmetric error of size $y$ turns it into

$$\begin{pmatrix} 1/2 & -y \\ y & 1/2 \end{pmatrix},$$

with eigenvalues $\tfrac12 \pm iy$. These lie on the line $\operatorname{Re} z = \tfrac12$, called the critical line here.

The claim is that for real $y\neq 0$ every iterate of $z_0=\tfrac12+iy$ under $z\mapsto 3z^2-2z^3$ has real part $\tfrac12$, and that $|z_n|\to\infty$.

## The recursion for the error

The complex number and the matrix can be treated together. Let $J$ be any element with $J^2=-1$: either $J=i$, or the rotation generator $J=\begin{pmatrix}0&-1\\1&0\end{pmatrix}$. Put $z=\tfrac12+yJ$. Then

$$z^2 = \tfrac14 + yJ + y^2J^2 = \left(\tfrac14-y^2\right) + yJ .$$

Multiplying once more by $z$ gives

$$z^3 = \tfrac12\left(\tfrac14-y^2\right) - y^2 + \left[y\left(\tfrac14-y^2\right)+\tfrac12 y\right]J
= \left(\tfrac18-\tfrac32y^2\right)+\left(\tfrac34y-y^3\right)J .$$

In $3z^2-2z^3$ the part without $J$ is

$$\tfrac34-3y^2-\tfrac14+3y^2=\tfrac12,$$

so the terms in $y^2$ cancel. The coefficient of $J$ is

$$3y-\tfrac32y+2y^3 = y\left(\tfrac32+2y^2\right).$$

One step therefore keeps the form $\tfrac12+yJ$ and changes only the amplitude. With $y_0=y$, the iterates are $z_n=\tfrac12+y_nJ$, where

$$y_{n+1}=y_n\left(\tfrac32+2y_n^2\right).$$

The bracket is at least $\tfrac32$, so $|y_{n+1}|\ge\tfrac32|y_n|$, and by induction

$$|y_n|\ge\left(\tfrac32\right)^n|y| .$$

For $y\ne0$ the right-hand side tends to infinity. With $J=i$ we have $|z_n|=\sqrt{\tfrac14+y_n^2}\ge|y_n|$, so the moduli diverge too.

The bound also gives a time scale. An error of $10^{-6}$ has reached size 1 after at most 35 steps. From there the cubic term takes over: an amplitude of 1 becomes $3.5$, and then $91$.

## A symmetric error need not diverge

Without the condition $J^2=-1$ the iterates need not diverge. Replace $J$ by the symmetric matrix $S=\begin{pmatrix}0&1\\1&0\end{pmatrix}$, for which $S^2=+1$, and take $y=\tfrac12$. The starting matrix is

$$\tfrac12+\tfrac12S=\begin{pmatrix}1/2&1/2\\1/2&1/2\end{pmatrix},$$

which is a projector. The McWeeny step leaves it fixed, and nothing diverges. The condition $y\neq0$ matters as well, since $z_0=\tfrac12$ is itself a fixed point.

## The purification loop

In Python with NumPy, the step with symmetrisation reads:

```python
for _ in range(n_steps):
    X2 = X @ X
    X = 3 * X2 - 2 * X2 @ X
    X = 0.5 * (X + X.T)
```

Applied to the two-by-two block above, the last line returns half the identity. The divergence is gone, but the occupations remain at $\tfrac12$: symmetrising does not decide which of two degenerate levels is filled.

The trace is a poor monitor for this failure, because the block has trace 1 at every step, however large $y_n$ becomes. The idempotency error does show it, since $X_n-X_n^2=\left(\tfrac14+y_n^2\right)\mathbf 1$ grows with the amplitude. The constant trace is proved in the last theorem below; the remarks on symmetrisation and on the idempotency error are worked by hand. The theorems concern the bare iteration in exact arithmetic.

## One definition for numbers and matrices

The file opens with Mathlib and a namespace.

```lean
import Mathlib

open Filter

namespace McWeenyCriticalLine

noncomputable section
```

The McWeeny step is defined for any ring `A` that is also an algebra over the reals. Multiplication in `A` need not commute, so the definition covers complex numbers and square real matrices alike. The symbol `•` is multiplication by a real scalar.

```lean
/-- The McWeeny purification step `X ↦ 3X² - 2X³` in a real algebra
(complex numbers, matrices, operators). -/
def mcWeeny {A : Type*} [Ring A] [Algebra ℝ A] (X : A) : A :=
  (3 : ℝ) • X ^ 2 - (2 : ℝ) • X ^ 3
```

The amplitude recursion is a function on the real numbers, with $y_{n+1}$ equal to `amplify` applied to $y_n$.

```lean
/-- The map `y ↦ y (3/2 + 2y²)` on real error amplitudes. -/
def amplify (y : ℝ) : ℝ := y * (3 / 2 + 2 * y ^ 2)
```

The real matrix that plays the part of $i$ is written out explicitly.

```lean
/-- The generator of rotations in the real plane. -/
def rotGen : Matrix (Fin 2) (Fin 2) ℝ := !![0, -1; 1, 0]
```

## One step and all steps

The next theorem is the algebraic core. Its hypothesis `hJ` is the condition $J^2=-1$, and its conclusion is the one-step formula. The intermediate results `h2` and `h3` are the square and the cube computed above. In each, `simp only` multiplies out the product and replaces `J * J` by `-1`, and `module` compares the coefficients of $1$ and $J$. A last call to `module` combines the two, which is where the terms in $y^2$ cancel.

```lean
/-- If `J² = -1`, one McWeeny step takes `1/2 + y J` to `1/2 + y' J`
with `y' = y (3/2 + 2y²)`. -/
theorem mcWeeny_step {A : Type*} [Ring A] [Algebra ℝ A] {J : A}
    (hJ : J * J = -1) (y : ℝ) :
    mcWeeny ((1 / 2 : ℝ) • (1 : A) + y • J)
      = (1 / 2 : ℝ) • (1 : A) + amplify y • J := by
  -- the square and the cube are again combinations of 1 and J
  have h2 : ((1 / 2 : ℝ) • (1 : A) + y • J) ^ 2
      = (1 / 4 - y ^ 2) • (1 : A) + y • J := by
    rw [pow_two]
    simp only [add_mul, mul_add, smul_mul_assoc, mul_smul_comm, one_mul, mul_one, hJ]
    module
  have h3 : ((1 / 2 : ℝ) • (1 : A) + y • J) ^ 3
      = (1 / 8 - 3 / 2 * y ^ 2) • (1 : A) + (3 / 4 * y - y ^ 3) • J := by
    rw [pow_succ, h2]
    simp only [add_mul, mul_add, smul_mul_assoc, mul_smul_comm, one_mul, mul_one, hJ]
    module
  unfold mcWeeny amplify
  rw [h2, h3]
  module
```

The rotation generator satisfies the hypothesis, as a check of the four matrix entries shows.

```lean
/-- The rotation generator of the real plane squares to minus the identity. -/
theorem mcWeeny_step_witness : rotGen * rotGen = -1 := by
  ext i j
  fin_cases i <;> fin_cases j <;> simp [rotGen, Matrix.mul_apply, Fin.sum_univ_succ]
```

The notation `mcWeeny^[n]` means the step applied $n$ times, with $n=0$ giving the starting point. Induction on $n$ turns the one-step formula into a statement about every iterate: the induction hypothesis puts the $n$-th iterate in the form $\tfrac12+y_nJ$, and `mcWeeny_step` supplies one more step.

```lean
/-- If `J² = -1`, the `n`-th McWeeny iterate of `1/2 + y J` is `1/2 + yₙ J`,
where `yₙ` is the `n`-th iterate of the amplitude map. -/
theorem mcWeeny_iterate {A : Type*} [Ring A] [Algebra ℝ A] {J : A}
    (hJ : J * J = -1) (y : ℝ) (n : ℕ) :
    mcWeeny^[n] ((1 / 2 : ℝ) • (1 : A) + y • J)
      = (1 / 2 : ℝ) • (1 : A) + (amplify^[n] y) • J := by
  induction n with
  | zero => rfl
  | succ n ih =>
    rw [Function.iterate_succ_apply', Function.iterate_succ_apply', ih, mcWeeny_step hJ]
```

## Growth of the amplitude

The inequality $(3/2)^n|y|\le|y_n|$ is also proved by induction. In the proof `u` stands for $y_n$. The bracket $\tfrac32+2u^2$ is positive, so it comes out of the absolute value unchanged, and `hextra` records that the cubic contribution $|u|\cdot2u^2$ is not negative. Discarding that contribution leaves the factor $\tfrac32$.

```lean
/-- After `n` steps the absolute value of the error amplitude is at least `(3/2)ⁿ` times its initial
absolute value. -/
theorem amplify_growth (y : ℝ) (n : ℕ) :
    (3 / 2 : ℝ) ^ n * |y| ≤ |amplify^[n] y| := by
  induction n with
  | zero => simp
  | succ n ih =>
    rw [Function.iterate_succ_apply']
    generalize amplify^[n] y = u at ih ⊢
    have hpos : (0 : ℝ) < 3 / 2 + 2 * u ^ 2 := by positivity
    have hu : |amplify u| = |u| * (3 / 2 + 2 * u ^ 2) := by
      unfold amplify
      rw [abs_mul, abs_of_pos hpos]
    have hextra : 0 ≤ |u| * (2 * u ^ 2) := by positivity
    rw [hu, pow_succ]
    linarith
```

`Tendsto … atTop atTop` says that a quantity eventually exceeds every bound as $n$ grows. The geometric sequence $(3/2)^n|y|$ does so when $|y|>0$, and a sequence that lies above it must do so too.

```lean
/-- A nonzero error amplitude grows without bound. -/
theorem amplify_diverges {y : ℝ} (hy : y ≠ 0) :
    Tendsto (fun n : ℕ => |amplify^[n] y|) atTop atTop := by
  have h : Tendsto (fun n : ℕ => (3 / 2 : ℝ) ^ n * |y|) atTop atTop :=
    (tendsto_pow_atTop_atTop_of_one_lt (by norm_num)).atTop_mul_const (abs_pos.2 hy)
  exact tendsto_atTop_mono (amplify_growth y) h
```

## Divergence in the complex plane

Lean writes a complex number as a pair of real and imaginary parts, so `⟨1 / 2, y⟩ : ℂ` is $\tfrac12+iy$. The auxiliary equation `e` translates between this pair and the form $\tfrac12\cdot1+t\,i$, after which the general iteration theorem applies with $J=i$.

```lean
/-- The `n`-th McWeeny iterate of the complex number `1/2 + iy` is `1/2 + i yₙ`, where `yₙ` is the
`n`-th iterate of `y` under the amplitude map. -/
theorem complex_iterate (y : ℝ) (n : ℕ) :
    mcWeeny^[n] (⟨1 / 2, y⟩ : ℂ) = ⟨1 / 2, amplify^[n] y⟩ := by
  have e : ∀ t : ℝ, (1 / 2 : ℝ) • (1 : ℂ) + t • Complex.I = ⟨1 / 2, t⟩ := by
    intro t
    apply Complex.ext <;> simp
  have h := mcWeeny_iterate Complex.I_mul_I y n
  simpa only [e] using h
```

The main theorem has one hypothesis, $y\neq0$, and two conclusions: the real part is $\tfrac12$ for every $n$, and the modulus, written `‖…‖`, tends to infinity. The first is read off from the closed form. The second follows because the modulus of a complex number is at least the absolute value of its imaginary part.

```lean
/-- For real `y ≠ 0`, all McWeeny iterates of `1/2 + iy` have real part `1/2`,
and their moduli tend to infinity. -/
theorem mcWeeny_diverges_on_critical_line {y : ℝ} (hy : y ≠ 0) :
    (∀ n : ℕ, (mcWeeny^[n] (⟨1 / 2, y⟩ : ℂ)).re = 1 / 2) ∧
      Tendsto (fun n : ℕ => ‖mcWeeny^[n] (⟨1 / 2, y⟩ : ℂ)‖) atTop atTop := by
  refine ⟨fun n => by rw [complex_iterate], ?_⟩
  -- the modulus dominates the imaginary part
  refine tendsto_atTop_mono (fun n => ?_) (amplify_diverges hy)
  rw [complex_iterate]
  exact Complex.abs_im_le_norm (⟨1 / 2, amplify^[n] y⟩ : ℂ)
```

The following theorem restates the divergence as sensitivity to the starting point. It says that $\tfrac12$ is fixed by the step, and that for every distance $\varepsilon>0$ and every bound $R$ there is a start $\tfrac12+iy$ closer to $\tfrac12$ than $\varepsilon$ whose iterates have modulus above $R$ from some step onwards. The proof takes $y=\varepsilon/2$. The fixed point is the case $y=0$, $n=1$ of the closed form.

```lean
/-- The point `1/2` is fixed by the McWeeny step, but for every `ε > 0` and every bound `R` there is
a point `1/2 + iy` at distance less than `ε` from it whose iterates eventually have modulus above
`R`. -/
theorem arbitrarily_small_error_amplified :
    mcWeeny (⟨1 / 2, 0⟩ : ℂ) = ⟨1 / 2, 0⟩ ∧
      ∀ ε > 0, ∀ R : ℝ, ∃ y : ℝ, ‖(⟨1 / 2, y⟩ : ℂ) - ⟨1 / 2, 0⟩‖ < ε ∧
        ∀ᶠ n : ℕ in atTop, R < ‖mcWeeny^[n] (⟨1 / 2, y⟩ : ℂ)‖ := by
  constructor
  · have h := complex_iterate 0 1
    have h0 : amplify^[1] 0 = 0 := by simp [amplify]
    rw [h0] at h
    exact h
  · intro ε hε R
    have hpos : 0 < ε / 2 := by linarith
    refine ⟨ε / 2, ?_,
      (mcWeeny_diverges_on_critical_line hpos.ne').2.eventually_gt_atTop R⟩
    have hd : (⟨1 / 2, ε / 2⟩ : ℂ) - ⟨1 / 2, 0⟩ = ((ε / 2 : ℝ) : ℂ) * Complex.I := by
      apply Complex.ext <;> simp
    rw [hd, norm_mul, Complex.norm_I, mul_one, Complex.norm_real, Real.norm_eq_abs,
      abs_of_pos hpos]
    linarith
```

## Divergence at constant trace

The last theorem carries the result to the two-by-two block. Rows and columns are counted from zero, so the entry `1 0` is the lower left one, equal to $y_n$. The theorem states that the trace of every iterate is 1 while the absolute value of this entry tends to infinity. In the proof, `e` identifies $\tfrac12+tJ$ with the explicit matrix, and `h` gives the $n$-th iterate in closed form. The trace is then $\tfrac12+\tfrac12$, and the growth of the entry is that of the amplitude.

For electronic structure, the trace is the electron number per spin channel in an orthonormal basis, so in this model of two degenerate, non-interacting levels a correct electron count can accompany a diverging density matrix. The theorem treats a block whose diagonal is exactly $\tfrac12$ and whose error is purely antisymmetric. It does not cover larger matrices, levels split away from the chemical potential, or the rounding and truncation that would produce the error in practice.

```lean
/-- For a real 2×2 matrix with diagonal `1/2` and antisymmetric off-diagonal part `y ≠ 0`,
every McWeeny iterate has trace 1, while the off-diagonal entry diverges in magnitude. -/
theorem antisymmetric_error_diverges {y : ℝ} (hy : y ≠ 0) :
    (∀ n : ℕ, (mcWeeny^[n] !![1 / 2, -y; y, 1 / 2]).trace = 1) ∧
      Tendsto (fun n : ℕ => |(mcWeeny^[n] !![1 / 2, -y; y, 1 / 2]) 1 0|) atTop atTop := by
  have e : ∀ t : ℝ, (1 / 2 : ℝ) • (1 : Matrix (Fin 2) (Fin 2) ℝ) + t • rotGen
      = !![1 / 2, -t; t, 1 / 2] := by
    intro t
    ext i j
    fin_cases i <;> fin_cases j <;> simp [rotGen]
  have h : ∀ n : ℕ, mcWeeny^[n] !![1 / 2, -y; y, 1 / 2]
      = !![1 / 2, -(amplify^[n] y); amplify^[n] y, 1 / 2] := by
    intro n
    have hn := mcWeeny_iterate mcWeeny_step_witness y n
    simpa only [e] using hn
  constructor
  · intro n
    rw [h n]
    norm_num [Matrix.trace_fin_two]
  · refine tendsto_atTop_mono (fun n => ?_) (amplify_diverges hy)
    rw [h n]
    simp

end

end McWeenyCriticalLine
```

```lean
#print axioms McWeenyCriticalLine.arbitrarily_small_error_amplified
#print axioms McWeenyCriticalLine.antisymmetric_error_diverges
```

```
'McWeenyCriticalLine.arbitrarily_small_error_amplified' depends on axioms: [propext, Classical.choice, Quot.sound]
'McWeenyCriticalLine.antisymmetric_error_diverges' depends on axioms: [propext, Classical.choice, Quot.sound]
```
